# The gradients of all pairwise squared distances are linearly independent exactly when the atoms are affinely independent

Put three atoms on a line at x_0 = 0, x_1 = 1, x_2 = 2 and constrain all three squared distances. Their gradients with respect to (x_0, x_1, x_2) are

G_01 = (−2, 2, 0)

G_02 = (−4, 0, 4)

G_12 = (0, −2, 2)

and they are linearly dependent:

−2 G_01 + 1 G_02 − 2 G_12 = (0, 0, 0).

The multipliers come from the geometry. The coefficients c = (1, −2, 1) satisfy Σ_i c_i = 0 and Σ_i c_i x_i = 0, and the multiplier of each pair is the product c_i c_j. Coefficients with these two properties form an affine relation. Positions are affinely independent when their only affine relation is c = 0.

The same mechanism works for any finite number n of atoms in d dimensions, provided that every pair is constrained.

In Lean 4 with Mathlib:

```lean
import Mathlib

open Finset

namespace ConstraintIndependence

variable {n d : ℕ}
```

## Positions, pairs and gradients

A configuration x assigns to each atom i a position x_i with real coordinates x_i(a). Atoms and coordinates are numbered from 0.

```lean
/-- Joint positions of `n` atoms in `d`-dimensional space. -/
abbrev Config (n d : ℕ) := Fin n → Fin d → ℝ
```

A constraint belongs to a pair p = (i, j) with i < j. The inequality matters: if the index ran over all ordered pairs, (i, j) and (j, i) would carry the same gradient, and the family would be dependent even for two atoms at different positions.

```lean
/-- The pairs of distinct atoms, each counted once. -/
abbrev Pair (n : ℕ) := {p : Fin n × Fin n // p.1 < p.2}
```

The constrained quantity is

D_p(x) = Σ_a (x_i(a) − x_j(a))².

Fixing it to a given value subtracts a constant, which leaves the gradient unchanged.

```lean
/-- The squared distance between the two atoms of a pair. -/
def sqDist (p : Pair n) (x : Config n d) : ℝ :=
  ∑ a, (x p.1.1 a - x p.1.2 a) ^ 2
```

Let s_p(k) be 1 if k = i, −1 if k = j, and 0 for every other atom.

```lean
/-- The sign with which atom `k` enters the bond vector of a pair: `1`, `-1` or `0`. -/
def inc (p : Pair n) (k : Fin n) : ℝ :=
  (if k = p.1.1 then 1 else 0) - (if k = p.1.2 then 1 else 0)
```

Differentiating D_p with respect to coordinate a of atom k gives

G_p(k, a) = 2 s_p(k) (x_i(a) − x_j(a)).

This is one vector in the space of all positions jointly, with opposite entries on the two atoms of the pair.

```lean
/-- The gradient of a squared distance with respect to all atomic positions jointly. -/
def grad (p : Pair n) (x : Config n d) : Config n d :=
  fun k a => 2 * inc p k * (x p.1.1 a - x p.1.2 a)
```

Two properties of the signs carry the later algebra. The first turns a sum over atoms into a difference:

Σ_k s_p(k) f_k = f_i − f_j.

```lean
lemma inc_sum (p : Pair n) (f : Fin n → ℝ) :
    ∑ k, inc p k * f k = f p.1.1 - f p.1.2 := by
  simp [inc, sub_mul, Finset.sum_sub_distrib]
```

The second concerns another pair q = (k, l). The product s_p(k) s_p(l) is nonzero only if both atoms of q belong to p. Since both pairs are written in increasing order, this means p = q, and the product is then 1 · (−1) = −1. The proof splits into the possible coincidences of indices and eliminates the impossible ones by integer arithmetic.

```lean
lemma inc_mul (p q : Pair n) :
    inc p q.1.1 * inc p q.1.2 = if p = q then -1 else 0 := by
  obtain ⟨⟨i, j⟩, hij⟩ := p
  obtain ⟨⟨k, l⟩, hkl⟩ := q
  change i < j at hij
  change k < l at hkl
  rw [Fin.lt_def] at hij hkl
  simp only [inc, Subtype.mk.injEq, Prod.mk.injEq, Fin.ext_iff]
  split_ifs <;> first | (exfalso; omega) | norm_num
```

`grad` is defined by a formula, so it has to be tied to the derivative. Along a joint displacement v,

D_p(x + t v) = Σ_a (x_i(a) − x_j(a) + t (v_i(a) − v_j(a)))²,

and the derivative at t = 0 is

Σ_a 2 (x_i(a) − x_j(a)) (v_i(a) − v_j(a)) = Σ_k Σ_a G_p(k, a) v_k(a),

where the last step uses the first sign property. In the proof, `hf` is the rewriting of D_p, `h` differentiates one square, and `hg` is the final equality.

```lean
/-- The derivative of a squared distance along any joint displacement `v` of the atoms is the
scalar product of `grad` with `v`. -/
theorem hasDerivAt_sqDist (p : Pair n) (x v : Config n d) :
    HasDerivAt (fun t : ℝ => sqDist p (x + t • v)) (∑ k, ∑ a, grad p x k a * v k a) 0 := by
  have h : ∀ a, HasDerivAt
      (fun t : ℝ => ((x p.1.1 a - x p.1.2 a) + t * (v p.1.1 a - v p.1.2 a)) ^ 2)
      (2 * (x p.1.1 a - x p.1.2 a) * (v p.1.1 a - v p.1.2 a)) 0 := by
    intro a
    have h1 := (hasDerivAt_mul_const (x := (0 : ℝ)) (v p.1.1 a - v p.1.2 a)).const_add
      (x p.1.1 a - x p.1.2 a)
    exact (h1.fun_pow 2).congr_deriv (by norm_num)
  have hf : (fun t : ℝ => sqDist p (x + t • v)) = fun t : ℝ =>
      ∑ a, ((x p.1.1 a - x p.1.2 a) + t * (v p.1.1 a - v p.1.2 a)) ^ 2 := by
    funext t
    simp only [sqDist, Pi.add_apply, Pi.smul_apply, smul_eq_mul]
    exact Finset.sum_congr rfl fun a _ => by ring
  have hg : ∑ k, ∑ a, grad p x k a * v k a =
      ∑ a, 2 * (x p.1.1 a - x p.1.2 a) * (v p.1.1 a - v p.1.2 a) := by
    rw [Finset.sum_comm]
    refine Finset.sum_congr rfl fun a _ => ?_
    have e : ∑ k, inc p k * v k a = v p.1.1 a - v p.1.2 a := inc_sum p (fun k => v k a)
    rw [← e, Finset.mul_sum]
    exact Finset.sum_congr rfl fun k _ => by simp only [grad]; ring
  rw [hf, hg]
  exact HasDerivAt.fun_sum fun a _ => h a
```

## Affine independence in coefficients

Mathlib's `AffineIndependent ℝ x` is brought to the form used above: if Σ_i c_i = 0 and Σ_i c_i x_i(a) = 0 for every a, then every c_i vanishes. Mathlib's criterion allows weights on any subset of the atoms; extending them by zero gives coefficients on all atoms.

```lean
lemma affineIndependent_iff_coeff (x : Config n d) :
    AffineIndependent ℝ x ↔ ∀ c : Fin n → ℝ, ∑ i, c i = 0 →
      (∀ a, ∑ i, c i * x i a = 0) → ∀ i, c i = 0 := by
  rw [affineIndependent_iff]
  constructor
  · intro h c h0 h1 i
    refine h univ c h0 ?_ i (Finset.mem_univ i)
    funext a
    simpa [Finset.sum_apply] using h1 a
  · intro h s w h0 h1 i hi
    have h2 := h (fun j => if j ∈ s then w j else 0)
      (by simpa [Finset.sum_ite_mem] using h0)
      (fun a => by
        have e := congrFun h1 a
        simpa [Finset.sum_apply, ite_mul, Finset.sum_ite_mem] using e) i
    simpa [hi] using h2
```

## An affine relation gives multipliers for which the gradients cancel

Let c be an affine relation, and give the pair (i, j) the multiplier c_i c_j. The total on atom k is

Σ_j c_k c_j · 2 (x_k − x_j) = 2 c_k (x_k Σ_j c_j − Σ_j c_j x_j) = 0.

The term j = k may be included because it is zero.

The formal proof reaches this through a symmetric double sum. If F(i, j) = F(j, i) and F(i, i) = 0, each pair is counted twice:

2 Σ_{i<j} F(i, j) = Σ_i Σ_j F(i, j).

```lean
lemma sum_pairs (F : Fin n → Fin n → ℝ) (hF : ∀ i j, F i j = F j i) (hd : ∀ i, F i i = 0) :
    2 * ∑ p : Pair n, F p.1.1 p.1.2 = ∑ i, ∑ j, F i j := by
  have e0 : ∑ p ∈ univ.filter (fun p : Fin n × Fin n => p.1 < p.2), F p.1 p.2 =
      ∑ p : Pair n, F p.1.1 p.1.2 := Finset.sum_subtype _ (fun p => by simp) _
  rw [Finset.sum_filter, Fintype.sum_prod_type] at e0
  have e2 : ∑ i, ∑ j, (if j < i then F i j else 0) = ∑ i, ∑ j, if i < j then F i j else 0 := by
    rw [Finset.sum_comm]
    exact Finset.sum_congr rfl fun i _ => Finset.sum_congr rfl fun j _ => by rw [hF j i]
  have e3 : ∑ i, ∑ j, F i j = ∑ i, ∑ j, (if i < j then F i j else 0) +
      ∑ i, ∑ j, (if j < i then F i j else 0) := by
    simp only [← Finset.sum_add_distrib]
    refine Finset.sum_congr rfl fun i _ => Finset.sum_congr rfl fun j _ => ?_
    rcases lt_trichotomy i j with h | h | h
    · simp [h, h.not_gt]
    · subst h; simp [hd]
    · simp [h, h.not_gt]
  linarith [e0, e2, e3]
```

Take numbers y_i with Σ_i c_i y_i = 0, and arbitrary numbers e_i. Apply the double sum to F(i, j) = 2 c_i c_j (e_i − e_j)(y_i − y_j) and expand:

(e_i − e_j)(y_i − y_j) = e_i y_i − e_i y_j − e_j y_i + e_j y_j.

After weighting by c_i c_j and summing, the first and last terms contain the factor Σ c = 0, and the middle two contain Σ c y = 0. The step `hi` sums over j, and `hE` then sums over i.

```lean
lemma pair_sum_zero (c e y : Fin n → ℝ) (h0 : ∑ i, c i = 0) (h1 : ∑ i, c i * y i = 0) :
    ∑ p : Pair n, c p.1.1 * c p.1.2 *
      (2 * (e p.1.1 - e p.1.2) * (y p.1.1 - y p.1.2)) = 0 := by
  have hs := sum_pairs (fun i j => c i * c j * (2 * (e i - e j) * (y i - y j)))
    (by intro i j; ring) (by intro i; ring)
  have hi : ∀ i, ∑ j, c i * c j * (2 * (e i - e j) * (y i - y j)) =
      2 * (c i * e i * y i * ∑ j, c j - c i * e i * ∑ j, c j * y j
        - c i * y i * ∑ j, c j * e j + c i * ∑ j, c j * e j * y j) := by
    intro i
    simp only [Finset.mul_sum, ← Finset.sum_sub_distrib, ← Finset.sum_add_distrib]
    exact Finset.sum_congr rfl fun j _ => by ring
  have hE : ∀ E S : ℝ, ∑ i, 2 * (c i * e i * y i * 0 - c i * e i * 0 - c i * y i * E + c i * S)
      = 2 * S * ∑ i, c i - 2 * E * ∑ i, c i * y i := by
    intro E S
    rw [Finset.mul_sum, Finset.mul_sum, ← Finset.sum_sub_distrib]
    exact Finset.sum_congr rfl fun i _ => by ring
  have hz : ∑ i, ∑ j, c i * c j * (2 * (e i - e j) * (y i - y j)) = 0 := by
    rw [Finset.sum_congr rfl fun i _ => hi i, h0, h1, hE, h0, h1]
    ring
  beta_reduce at hs
  linarith
```

Choosing e_i = 1 for i = k and 0 otherwise makes e_i − e_j equal to s_p(k). With y_i = x_i(a), the identity says that coordinate a of the total on atom k vanishes.

```lean
/-- If coefficients `c` form an affine relation among the positions, the constraint gradients
weighted by the products `c i * c j` cancel on every atom. -/
theorem affine_relation_gives_balance (x : Config n d) (c : Fin n → ℝ) (h0 : ∑ i, c i = 0)
    (h1 : ∀ a, ∑ i, c i * x i a = 0) :
    ∑ p : Pair n, (c p.1.1 * c p.1.2) • grad p x = 0 := by
  funext k a
  simp only [Finset.sum_apply, Pi.smul_apply, smul_eq_mul, Pi.zero_apply, grad, inc]
  exact pair_sum_zero c (fun i => if k = i then 1 else 0) (fun i => x i a) h0 (h1 a)
```

## The equivalence

Suppose first that the gradients are independent, and let c be an affine relation. The cancellation just shown forces c_i c_j = 0 whenever i ≠ j. Multiplying Σ_j c_j = 0 by c_i leaves

c_i² = 0,

so c = 0 and the positions are affinely independent.

Conversely, suppose that the positions are affinely independent and that Σ_p g_p G_p = 0. Fix a pair q = (k, l) and read this equation at atom k. After division by 2, with p = (i, j),

Σ_p g_p s_p(k) (x_i − x_j) = 0.

By the first sign property, x_i − x_j = Σ_m s_p(m) x_m, so this is a relation among the positions:

Σ_m b_m x_m = 0, with b_m = Σ_p g_p s_p(k) s_p(m).

Its coefficients add up to zero because Σ_m s_p(m) = 0 for each p. Affine independence gives b_m = 0 for all m. At m = l, the second sign property leaves only p = q:

0 = b_l = −g_q.

Since q was arbitrary, all multipliers vanish. The two halves of the proof follow these arguments in the same order.

```lean
/-- The gradients of all pairwise squared distances are linearly independent exactly when the
atomic positions are affinely independent. -/
theorem gradients_independent_iff (x : Config n d) :
    LinearIndependent ℝ (fun p : Pair n => grad p x) ↔ AffineIndependent ℝ x := by
  constructor
  · intro h
    rw [affineIndependent_iff_coeff]
    intro c h0 h1 i
    have hp := Fintype.linearIndependent_iff.1 h (fun p => c p.1.1 * c p.1.2)
      (affine_relation_gives_balance x c h0 h1)
    have hij : ∀ j, j ≠ i → c i * c j = 0 := by
      intro j hj
      rcases lt_or_gt_of_ne hj with hl | hl
      · rw [mul_comm]; exact hp ⟨(j, i), hl⟩
      · exact hp ⟨(i, j), hl⟩
    -- multiplying `∑ c = 0` by `c i` leaves only the square of `c i`
    have e : c i * ∑ j, c j = c i * c i := by
      rw [Finset.mul_sum]
      exact Finset.sum_eq_single i (fun j _ hj => hij j hj) (by simp)
    rw [h0, mul_zero] at e
    exact mul_self_eq_zero.1 e.symm
  · intro hx
    rw [Fintype.linearIndependent_iff]
    intro g hg q
    -- the balance on the first atom of `q` is an affine relation among the positions
    have hk := (affineIndependent_iff_coeff x).1 hx
      (fun m => ∑ p, g p * inc p q.1.1 * inc p m)
      (by
        rw [Finset.sum_comm]
        refine Finset.sum_eq_zero fun p _ => ?_
        have e : ∑ m, inc p m = 0 := by simpa using inc_sum p (fun _ => (1 : ℝ))
        rw [← Finset.mul_sum, e, mul_zero])
      (fun a => by
        have e := congrFun (congrFun hg q.1.1) a
        simp only [Finset.sum_apply, Pi.smul_apply, smul_eq_mul, grad, Pi.zero_apply] at e
        rw [← mul_zero (1 / 2 : ℝ), ← e, Finset.mul_sum]
        simp only [Finset.sum_mul]
        rw [Finset.sum_comm]
        refine Finset.sum_congr rfl fun p _ => ?_
        have e1 : ∑ m, inc p m * x m a = x p.1.1 a - x p.1.2 a := inc_sum p (fun m => x m a)
        rw [← e1]
        simp only [Finset.mul_sum]
        exact Finset.sum_congr rfl fun m _ => by ring)
    -- its coefficient at the second atom is minus the multiplier of `q`
    have e := hk q.1.2
    simp only [mul_assoc, inc_mul] at e
    simpa using e
```

The converse argument also covers an incomplete set of constraints, by setting the missing multipliers to zero: any distance constraints among affinely independent atoms have independent gradients. The other direction can fail when pairs are missing. A chain of five atoms in three dimensions, with only its four bonds constrained and none of zero length, has independent gradients although its positions are affinely dependent.

## Five atoms in three dimensions

The differences of n affinely independent positions span a space of dimension n − 1, which is at most d. If n > d + 1, the positions are therefore affinely dependent, and so are the gradients: Σ_q g_q G_q = 0 with some g_p ≠ 0. Solving for that gradient gives

G_p = −Σ_{q≠p} (g_q / g_p) G_q.

```lean
/-- With more than `d + 1` atoms in `d` dimensions, some constraint gradient is a linear
combination of the gradients of the other pairs. -/
theorem exists_redundant_constraint (h : d + 1 < n) (x : Config n d) :
    ∃ (p : Pair n) (g : Pair n → ℝ), grad p x = ∑ q ∈ univ.erase p, g q • grad q x := by
  have hdep : ¬ LinearIndependent ℝ (fun p : Pair n => grad p x) := by
    rw [gradients_independent_iff]
    intro hx
    have h1 := hx.card_le_finrank_succ
    have h2 := Submodule.finrank_le (vectorSpan ℝ (Set.range x))
    rw [Fintype.card_fin] at h1
    rw [Module.finrank_fin_fun] at h2
    omega
  obtain ⟨g, hg, p, hp⟩ := Fintype.not_linearIndependent_iff.1 hdep
  refine ⟨p, fun q => -(g p)⁻¹ * g q, ?_⟩
  have e : g p • grad p x = -∑ q ∈ univ.erase p, g q • grad q x :=
    eq_neg_of_add_eq_zero_left
      ((Finset.add_sum_erase univ (fun q => g q • grad q x) (Finset.mem_univ p)).trans hg)
  calc grad p x = (g p)⁻¹ • (g p • grad p x) := by
        rw [smul_smul, inv_mul_cancel₀ hp, one_smul]
    _ = _ := by
        rw [e, smul_neg, ← neg_smul, Finset.smul_sum]
        simp only [smul_smul]
```

For n = 5 and d = 3 there are ten pairs, and at every configuration one gradient is a combination of the other nine.

```lean
/-- Among the ten distance constraints of five atoms in three dimensions, some gradient is a
linear combination of the other nine. -/
theorem five_atoms_redundant (x : Config 5 3) :
    ∃ (p : Pair 5) (g : Pair 5 → ℝ), grad p x = ∑ q ∈ univ.erase p, g q • grad q x :=
  exists_redundant_constraint (by norm_num) x
```

The redundancy is linear and holds at the given configuration. The theorem does not say that nine distances determine the tenth, and the redundant pair may change with x. In molecular dynamics with masses m_k, differentiating the constraints twice in time gives a linear system for the Lagrange multipliers with matrix A_pq = Σ_k Σ_a G_p(k, a) G_q(k, a) / m_k, which is singular exactly when the gradients are dependent. With every mutual distance of a group constrained in three dimensions, this happens at every configuration of five or more atoms, and for smaller groups at affinely dependent ones, such as three collinear or four coplanar atoms.

## The bound d + 1 is attained

Place atom 0 at the origin and atom a + 1 at the unit point on axis a.

```lean
/-- The origin together with the `d` unit points on the coordinate axes. -/
def simplexCorners (d : ℕ) : Config (d + 1) d :=
  fun i a => if i = a.succ then 1 else 0
```

For an affine relation c, coordinate a of Σ_i c_i x_i = 0 reads c_{a+1} = 0. Then Σ_i c_i = 0 leaves c_0 = 0. The positions are affinely independent, and by the equivalence so are all the gradients. In three dimensions these are four atoms with six independent constraints.

```lean
/-- For `d + 1` atoms at the simplex corners in `d` dimensions, all distance constraints have
linearly independent gradients. -/
theorem simplex_constraints_independent (d : ℕ) :
    LinearIndependent ℝ (fun p : Pair (d + 1) => grad p (simplexCorners d)) := by
  rw [gradients_independent_iff, affineIndependent_iff_coeff]
  intro c h0 h1
  have hs : ∀ a : Fin d, c a.succ = 0 := fun a => by simpa [simplexCorners] using h1 a
  intro i
  refine Fin.cases ?_ hs i
  rw [Fin.sum_univ_succ] at h0
  simpa [hs] using h0

end ConstraintIndependence
```

```lean
#print axioms ConstraintIndependence.hasDerivAt_sqDist
-- 'ConstraintIndependence.hasDerivAt_sqDist' depends on axioms: [propext, Classical.choice, Quot.sound]
#print axioms ConstraintIndependence.gradients_independent_iff
-- 'ConstraintIndependence.gradients_independent_iff' depends on axioms: [propext, Classical.choice, Quot.sound]
#print axioms ConstraintIndependence.five_atoms_redundant
-- 'ConstraintIndependence.five_atoms_redundant' depends on axioms: [propext, Classical.choice, Quot.sound]
#print axioms ConstraintIndependence.simplex_constraints_independent
-- 'ConstraintIndependence.simplex_constraints_independent' depends on axioms: [propext, Classical.choice, Quot.sound]
```
